# Separated atoms of unequal electronegativity keep a charge in the two-atom charge-equilibration model

Pull a sodium chloride molecule apart in vacuum and its ground state ends as two neutral atoms. A charge-equilibration model instead chooses the atomic charges at each distance by minimising an energy quadratic in them, with the total charge held fixed (here at zero). What charge does it leave on the separated atoms?

```lean
import Mathlib

open Filter Topology

namespace ChargeEquilibrationDissociation

noncomputable section
```

All quantities below are real numbers in atomic units. In particular, charge may vary continuously.

```lean
/-- Energy of two atoms with electronegativities `χ₁, χ₂`, hardnesses `h₁, h₂` and charges
`q₁, q₂` at distance `R ≠ 0`, with the Coulomb interaction in atomic units. -/
def pairEnergy (χ₁ χ₂ h₁ h₂ R q₁ q₂ : ℝ) : ℝ :=
  (χ₁ * q₁ + h₁ * q₁ ^ 2 / 2) + (χ₂ * q₂ + h₂ * q₂ ^ 2 / 2) + q₁ * q₂ / R
```

Atom $i$ has electronegativity $\chi_i$, hardness $h_i$ and charge $q_i$, and costs $\chi_i q_i + h_i q_i^2/2$. Here $h_i$ is the full second derivative of the energy; some texts call half of it the hardness. The Coulomb term $q_1q_2/R$ treats the atoms as point charges at distance $R$, without the short-range screening used in many force fields.

```lean
/-- Charge-transfer energy of a neutral pair at distance `R ≠ 0`, with electronegativity
difference `D` and summed hardness `J`. -/
def transferEnergy (D J R q : ℝ) : ℝ := -D * q + J * q ^ 2 / 2 - q ^ 2 / R
```

This is the energy of a neutral pair,
$$E_R(q) = -Dq + \tfrac12 Jq^2 - \frac{q^2}{R},$$
where $q$ is the charge moved, $D$ the electronegativity difference and $J$ the summed hardness.

```lean
/-- Charge-transfer energy of a neutral pair without Coulomb attraction between the atoms. -/
def separatedEnergy (D J q : ℝ) : ℝ := -D * q + J * q ^ 2 / 2
```

Without the Coulomb term, $E_\infty(q) = -Dq + Jq^2/2$.

```lean
/-- The stationary transferred charge at distance `R`, for `R ≠ 0` and `J ≠ 2 / R`. -/
def optimalCharge (D J R : ℝ) : ℝ := D / (J - 2 / R)
```

Setting $E_R'(q) = -D + (J - 2/R)q$ to zero gives $q^*_R = D/(J-2/R)$. The definition only names this number; that it is a minimiser needs proof.

## From the pair energy to a parabola

```lean
/-- For opposite charges `q` and `-q` the pair energy is the charge-transfer energy with
`D = χ₂ - χ₁` and `J = h₁ + h₂`. -/
theorem pairEnergy_neutral (χ₁ χ₂ h₁ h₂ R q : ℝ) :
    pairEnergy χ₁ χ₂ h₁ h₂ R q (-q) = transferEnergy (χ₂ - χ₁) (h₁ + h₂) R q := by
  unfold pairEnergy transferEnergy
  ring
```

Put $q_1=q$ and $q_2=-q$. The linear terms give $-(\chi_2-\chi_1)q$, the quadratic ones $(h_1+h_2)q^2/2$, and the Coulomb term $-q^2/R$. Thus $D=\chi_2-\chi_1$ and $J=h_1+h_2$. After `unfold` inserts the definitions, `ring` checks the algebra.

```lean
/-- For positive summed hardness and `R > 2 / J`, the curvature `J - 2 / R` of the
charge-transfer energy is positive. -/
theorem curvature_pos {J R : ℝ} (hJ : 0 < J) (hR : 2 / J < R) : 0 < J - 2 / R := by
  have hR0 : 0 < R := lt_trans (by positivity) hR
  have h1 : 2 < R * J := (div_lt_iff₀ hJ).1 hR
  have h2 : 2 / R < J := (div_lt_iff₀ hR0).2 (by linarith [mul_comm R J])
  linarith
```

The hypotheses `hJ` and `hR` say that the quadratic hardness term is positive for any nonzero charge and that the atoms are far enough apart for hardness to outweigh attraction. From $R>2/J>0$ follows $RJ>2$, and dividing by $R$ gives $J>2/R$.

```lean
/-- When the curvature `J - 2 / R` is nonzero, the charge-transfer energy is a parabola
centred at the stationary charge. -/
theorem transferEnergy_complete_square {D J R : ℝ} (h : J - 2 / R ≠ 0) (q : ℝ) :
    transferEnergy D J R q = transferEnergy D J R (optimalCharge D J R)
      + (J - 2 / R) / 2 * (q - optimalCharge D J R) ^ 2 := by
  -- stationarity: `D` equals the stationary charge times the curvature
  have hk : D = optimalCharge D J R * (J - 2 / R) := (div_eq_iff h).1 rfl
  unfold transferEnergy
  linear_combination (optimalCharge D J R - q) * hk
```

Write $k=J-2/R$. Since $D=kq^*_R$,
$$E_R(q) = -kq^*_Rq+\tfrac12kq^2 = -\tfrac12k(q^*_R)^2+\tfrac12k(q-q^*_R)^2,$$
and the first term on the right is $E_R(q^*_R)$.

The Lean device here is `linear_combination`. It proves an equation by showing that its left side minus its right side is a stated multiple of the same difference for a known equation. The known equation is `hk`, $D=q^*_Rk$, and the multiplier is $q^*_R-q$:
$$E_R(q)-E_R(q^*_R)-\tfrac12k(q-q^*_R)^2=(q^*_R-q)(D-q^*_Rk).$$
We supply the multiplier, and `ring` verifies the identity.

## The charge that survives separation

```lean
/-- For `D > 0` and `J > 0`, at every distance `R > 2 / J` the charge-transfer energy has
`optimalCharge D J R` as its unique minimiser, and this charge tends to `D / J > 0` as the
atoms are pulled apart. -/
theorem fractional_charge_at_dissociation {D J : ℝ} (hD : 0 < D) (hJ : 0 < J) :
    (∀ R, 2 / J < R → ∀ q,
      (∀ p, transferEnergy D J R q ≤ transferEnergy D J R p) ↔ q = optimalCharge D J R) ∧
    Tendsto (fun R => optimalCharge D J R) atTop (𝓝 (D / J)) ∧ 0 < D / J := by
  refine ⟨?_, ?_, div_pos hD hJ⟩
  · intro R hR q
    have hk := curvature_pos hJ hR
    constructor
    · intro hmin
      by_contra hne
      -- any other charge costs a strictly positive quadratic energy
      have hsq : 0 < (q - optimalCharge D J R) ^ 2 :=
        lt_of_le_of_ne (sq_nonneg _) (Ne.symm (pow_ne_zero 2 (sub_ne_zero.2 hne)))
      have hpos := mul_pos (half_pos hk) hsq
      have hle := hmin (optimalCharge D J R)
      rw [transferEnergy_complete_square hk.ne' q] at hle
      linarith
    · intro hq p
      rw [hq, transferEnergy_complete_square hk.ne' p]
      have hnn := mul_nonneg (half_pos hk).le (sq_nonneg (p - optimalCharge D J R))
      linarith
  · -- the Coulomb correction to the hardness dies off as `2 / R`
    have h1 : Tendsto (fun R : ℝ => 2 / R) atTop (𝓝 0) :=
      tendsto_const_nhds.div_atTop tendsto_id
    have h2 : Tendsto (fun R : ℝ => J - 2 / R) atTop (𝓝 J) := by
      have h3 := h1.const_sub J
      rwa [sub_zero] at h3
    exact tendsto_const_nhds.div h2 hJ.ne'
```

For $D,J>0$ the theorem makes three statements, joined by `∧`. First, at every $R>2/J$, a charge $q$ satisfies $E_R(q)\le E_R(p)$ for all real $p$ exactly when $q=q^*_R$. If $q\ne q^*_R$, the square adds a positive energy, so $q$ is no minimiser; at $q^*_R$ the square vanishes, and every other charge costs at least as much. These are the two directions of `↔`.

Second, `Tendsto … atTop (𝓝 (D / J))` means $q^*_R\to D/J$ as $R\to\infty$: $2/R\to0$, so the denominator tends to $J\neq0$. Third, $D/J>0$.

```lean
/-- For `D > 0` and `J > 0`, at distances `0 < R ≤ 2 / J` the charge-transfer energy is
unbounded below. -/
theorem unbounded_at_short_distance {D J R : ℝ} (hD : 0 < D) (hJ : 0 < J) (hR0 : 0 < R)
    (hR : R ≤ 2 / J) (B : ℝ) : ∃ q, transferEnergy D J R q < B := by
  have h1 : R * J ≤ 2 := (le_div_iff₀ hJ).1 hR
  have h2 : J ≤ 2 / R := (le_div_iff₀ hR0).2 (by linarith [mul_comm R J])
  refine ⟨(|B| + 1) / D, ?_⟩
  -- the linear term alone already falls below the bound
  have hq : |B| + 1 = (|B| + 1) / D * D := (div_eq_iff hD.ne').1 rfl
  generalize (|B| + 1) / D = q at hq ⊢
  have h3 : 0 ≤ (2 / R - J) * q ^ 2 := mul_nonneg (by linarith) (sq_nonneg q)
  have h4 : transferEnergy D J R q = -(q * D) - (2 / R - J) * q ^ 2 / 2 := by
    unfold transferEnergy
    ring
  rw [h4]
  linarith [neg_abs_le B]
```

For $0<R\le2/J$ the quadratic term is never positive, so $E_R(q)\le-Dq$. Given any bound $B$, the charge $q=(|B|+1)/D$ yields $E_R(q)\le-|B|-1<B$. There is no minimiser.

```lean
/-- For `D > 0` and `J > 0`, the optimal transferred charge decreases strictly with distance
in the range `R > 2 / J`. -/
theorem optimalCharge_strictAntiOn {D J : ℝ} (hD : 0 < D) (hJ : 0 < J) :
    StrictAntiOn (fun R => optimalCharge D J R) (Set.Ioi (2 / J)) := by
  intro R hR S _ hRS
  have hR' : 2 / J < R := hR
  have hR0 : 0 < R := lt_trans (by positivity) hR'
  have h1 : 2 / S < 2 / R := div_lt_div_of_pos_left (by norm_num) hR0 hRS
  exact div_lt_div_of_pos_left hD (curvature_pos hJ hR') (by linarith)
```

If $2/J<R<S$, then $0<J-2/R<J-2/S$, hence $q^*_S<q^*_R$. The charge falls with distance, but towards $D/J$ and not towards zero.

```lean
/-- At fixed transferred charge, the charge-transfer energy tends to the energy without
Coulomb attraction as the distance tends to infinity. -/
theorem transferEnergy_tendsto_separated (D J q : ℝ) :
    Tendsto (fun R => transferEnergy D J R q) atTop (𝓝 (separatedEnergy D J q)) := by
  have h1 : Tendsto (fun R : ℝ => q ^ 2 / R) atTop (𝓝 0) :=
    tendsto_const_nhds.div_atTop tendsto_id
  have h2 := h1.const_sub (separatedEnergy D J q)
  rw [sub_zero] at h2
  exact h2
```

At fixed $q$, $q^2/R\to0$, so $E_R(q)\to E_\infty(q)$.

## Why the remaining charge is wrong

```lean
/-- If `0 < 2 * D < J`, neutral separated atoms have lower energy than any nonzero integer
charge transfer, yet the fractional charge `D / J`, between `0` and `1 / 2`, has lower energy
still. -/
theorem fractional_below_neutral {D J : ℝ} (hD : 0 < D) (hDJ : 2 * D < J) :
    (∀ n : ℤ, n ≠ 0 → separatedEnergy D J 0 < separatedEnergy D J n) ∧
    separatedEnergy D J (D / J) < separatedEnergy D J 0 ∧ 0 < D / J ∧ D / J < 1 / 2 := by
  have hJ : 0 < J := by linarith
  have hq0 : 0 < D / J := div_pos hD hJ
  have hzero : separatedEnergy D J 0 = 0 := by
    unfold separatedEnergy
    ring
  refine ⟨?_, ?_, hq0, (div_lt_iff₀ hJ).2 (by linarith)⟩
  · intro n hn
    rw [hzero]
    unfold separatedEnergy
    rcases lt_or_gt_of_ne hn with h | h
    · -- transfer in the unfavourable direction
      have h1 : (n : ℝ) < 0 := by exact_mod_cast h
      have h2 := mul_pos hD (neg_pos.2 h1)
      have h3 := mul_nonneg hJ.le (sq_nonneg (n : ℝ))
      linarith
    · -- at least one whole electron moves, and the hardness outweighs the gain
      have h0 : (1 : ℤ) ≤ n := by omega
      have h1 : (1 : ℝ) ≤ n := by exact_mod_cast h0
      have h2 : 0 ≤ J * ((n : ℝ) - 1) := mul_nonneg hJ.le (by linarith)
      have h3 : 0 < (n : ℝ) * (J * n - 2 * D) := mul_pos (by linarith) (by linarith)
      linarith
  · have hq : D = D / J * J := (div_eq_iff hJ.ne').1 rfl
    have hE : separatedEnergy D J (D / J) = -(D * (D / J) / 2) := by
      unfold separatedEnergy
      linear_combination (-(D / J) / 2) * hq
    rw [hzero, hE]
    linarith [mul_pos hD hq0]

end

end ChargeEquilibrationDissociation
```

Let $0<2D<J$. If the parabola is fitted to ionisation energies and electron affinities, $2D<J$ says that ionising atom 1 costs more than atom 2 gains by taking the electron.

For an integer $n$, $E_\infty(n)=n(Jn-2D)/2$. When $n\ge1$, $Jn\ge J>2D$ makes this positive; when $n<0$, both factors are negative. So neutrality, with $E_\infty(0)=0$, beats every other integer transfer. Yet $E_\infty(D/J)=-D^2/(2J)<0$, with $0<D/J<1/2$.

Calling this charge wrong takes one physical input from outside the model: isolated atoms hold whole numbers of electrons. In simulations with charge equilibration of this form, a stretched bond can therefore show spurious charge transfer. Short-range screening does not remove the charge left at large separation, because the screened interaction also vanishes there.

```lean
#print axioms ChargeEquilibrationDissociation.fractional_charge_at_dissociation
#print axioms ChargeEquilibrationDissociation.optimalCharge_strictAntiOn
#print axioms ChargeEquilibrationDissociation.transferEnergy_tendsto_separated
#print axioms ChargeEquilibrationDissociation.fractional_below_neutral
```

```
'ChargeEquilibrationDissociation.fractional_charge_at_dissociation' depends on axioms: [propext, Classical.choice, Quot.sound]
'ChargeEquilibrationDissociation.optimalCharge_strictAntiOn' depends on axioms: [propext, Classical.choice, Quot.sound]
'ChargeEquilibrationDissociation.transferEnergy_tendsto_separated' depends on axioms: [propext, Classical.choice, Quot.sound]
'ChargeEquilibrationDissociation.fractional_below_neutral' depends on axioms: [propext, Classical.choice, Quot.sound]
```
